# Condition number $2 - 1/e_0$ for the truncated Kerker preconditioner in a model semiconductor

## Definitions and conventions

Let $q$ be a real wave number, $k$ a screening wave number and $e_0$ the static dielectric constant (not the vacuum permittivity). The model dielectric function, the Kerker factor, its truncation and the preconditioned response are

$$\varepsilon(q) = \frac{q^2+k^2}{q^2+k^2/e_0},\quad K(q) = \frac{q^2}{q^2+k^2},\quad P(q) = \max\!\big(1/e_0,\,K(q)\big),\quad \lambda(q) = P(q)\,\varepsilon(q).$$

The function $\varepsilon$ equals $e_0$ at $q=0$ and approaches $1$ at short wavelength. Only $q^2$ occurs, so $q$ can be read as the length of a wave vector. In Lean, $\varepsilon$, $K$, $P$, $\lambda$ are `eps`, `kerker`, `truncKerker`, `precondEps`.

```lean
import Mathlib

open Finset

namespace TruncatedKerker

noncomputable section

/-- Model dielectric function of a semiconductor with static constant `e0` and screening
wave number `k`. -/
def eps (e0 k q : ℝ) : ℝ := (q ^ 2 + k ^ 2) / (q ^ 2 + k ^ 2 / e0)

/-- The Kerker factor `q² / (q² + k²)`. -/
def kerker (k q : ℝ) : ℝ := q ^ 2 / (q ^ 2 + k ^ 2)

/-- The Kerker factor truncated from below at `1 / e0`. -/
def truncKerker (e0 k q : ℝ) : ℝ := max (1 / e0) (kerker k q)

/-- The preconditioned dielectric response `P(q) ε(q)` of the mode with wave number `q`. -/
def precondEps (e0 k q : ℝ) : ℝ := truncKerker e0 k q * eps e0 k q
```

The condition number is taken as the greatest element of the set of ratios $\lambda(q_1)/\lambda(q_2)$, with $q_1, q_2$ running over all real numbers, zero included. For a diagonal operator with positive entries this is the largest entry over the smallest.

```lean
/-- The set of ratios `f q₁ / f q₂` of a response function between any two modes. -/
def modeRatios (f : ℝ → ℝ) : Set ℝ := {r | ∃ q₁ q₂ : ℝ, r = f q₁ / f q₂}
```

For the self-consistent-field (SCF) iteration, let $x_i \in \mathbb{C}$ be the Fourier amplitude of the density error in mode $i$, where $i$ runs over an index type `ι` and the mode has wave number $q_i$. To first order in the error, output minus input density is $-\varepsilon(q_i)\,x_i$, and adding $\alpha P(q_i)$ times this residual to the input density, with a real mixing parameter $\alpha$, gives $x_i \mapsto x_i - \alpha P(q_i)\varepsilon(q_i)\,x_i$. The convergence statements use $\alpha = (4e_0-2)/(3e_0-1)$, which is `mixParam e0`, and the rate $r = (e_0-1)/(3e_0-1)$, which is `rate e0`.

```lean
/-- One linearised preconditioned mixing step with parameter `α` on the density error `x`,
where mode `i` has wave number `q i`: the error is reduced by `α P ε x`. -/
def mixStep {ι : Type*} (e0 k α : ℝ) (q : ι → ℝ) (x : ι → ℂ) : ι → ℂ :=
  fun i => x i - (α : ℂ) * ((truncKerker e0 k (q i) : ℝ) : ℂ) * (((eps e0 k (q i) : ℝ) : ℂ) * x i)

/-- The mixing parameter `(4 e0 - 2) / (3 e0 - 1)`. -/
def mixParam (e0 : ℝ) : ℝ := (4 * e0 - 2) / (3 * e0 - 1)

/-- The rate `(e0 - 1) / (3 e0 - 1)`. -/
def rate (e0 : ℝ) : ℝ := (e0 - 1) / (3 * e0 - 1)
```

The result bounds how unevenly preconditioned density mixing treats long and short wavelengths in an SCF calculation on a gapped system, for a linearised, isotropic, mode-diagonal response of exactly the form $\varepsilon(q)$.

## Assumptions built into the definitions

Four assumptions enter through the definitions and not as hypotheses of a theorem. The iteration is linear in the error. It does not couple modes, so local-field effects are absent. The preconditioner uses the same $e_0$ and $k$ as the medium. The form of $\varepsilon$ is assumed, not derived from a band structure.

The matching is used in the closed form below: equal $e_0$ cancels in $\varepsilon/e_0$, and equal $k$ cancels $q^2+k^2$ in $K\varepsilon$. If the medium has $e_0 = 8$ and the floor is set to $1/2$, then $\lambda(0) = 8 \cdot \tfrac12 = 4$, while $\lambda \to 1$ at large $q$, so both $\lambda \le 1$ and the bound $2$ on ratios are lost. Counter-examples like this one are worked out on paper throughout and have not been through Lean.

## $k > 0$ and $e_0 > 0$: the closed form

A nonzero $k$ means a finite screening length $1/k$. Since the definitions contain only $k^2$, the sign in `hk : 0 < k` is a convention and the content is $k \ne 0$. With $e_0 > 0$ as well, $q^2+k^2$ and $D = e_0q^2+k^2$ are positive for every $q$, and multiplying numerator and denominator by $e_0$ gives $\varepsilon = e_0(q^2+k^2)/D$. The two candidates for $\lambda$ are

$$\frac{\varepsilon}{e_0} = \frac{q^2+k^2}{D} = 1 - \frac{(e_0-1)q^2}{D}, \qquad K\varepsilon = \frac{e_0q^2}{D} = 1 - \frac{k^2}{D}.$$

The floor is active when $K \le 1/e_0$, that is $e_0q^2 \le q^2+k^2$, that is $(e_0-1)q^2 \le k^2$. In either case the subtracted numerator is the smaller of the two, so with $m = \min\big((e_0-1)q^2,\,k^2\big)$,

$$\lambda(q) = 1 - \frac{m}{D}.$$

This is `precondEps_eq`. The two hypotheses yield `hD` and `hs` by `positivity`. The facts `heps`, `h1` and `h2` are the three formulas above: `heps` needs only $e_0 \ne 0$ (through `hden`), `h1` clears denominators using $e_0 \ne 0$ and `hD`, and `h2` using `hD` and `hs`. The split by `le_total` is the choice of branch; in each, `div_le_div_iff₀` cross-multiplies the comparison of $K$ with $1/e_0$, which selects the matching arguments of `max` and `min`.

```lean
/-- Closed form of the preconditioned response:
`P ε = 1 - min ((e0 - 1) q², k²) / (e0 q² + k²)`. -/
theorem precondEps_eq {e0 k : ℝ} (he : 0 < e0) (hk : 0 < k) (q : ℝ) :
    precondEps e0 k q = 1 - min ((e0 - 1) * q ^ 2) (k ^ 2) / (e0 * q ^ 2 + k ^ 2) := by
  have hD : 0 < e0 * q ^ 2 + k ^ 2 := by positivity
  have hs : 0 < q ^ 2 + k ^ 2 := by positivity
  have hD' := hD.ne'
  have hs' := hs.ne'
  have he' := he.ne'
  have hden : q ^ 2 + k ^ 2 / e0 = (e0 * q ^ 2 + k ^ 2) / e0 := by
    field_simp
  have heps : eps e0 k q = e0 * (q ^ 2 + k ^ 2) / (e0 * q ^ 2 + k ^ 2) := by
    unfold eps
    rw [hden, div_div_eq_mul_div, mul_comm]
  -- the two branches of the truncation
  have h1 : 1 / e0 * eps e0 k q = 1 - (e0 - 1) * q ^ 2 / (e0 * q ^ 2 + k ^ 2) := by
    rw [heps]
    field_simp
    ring
  have h2 : kerker k q * eps e0 k q = 1 - k ^ 2 / (e0 * q ^ 2 + k ^ 2) := by
    rw [heps]
    unfold kerker
    field_simp
    ring
  unfold precondEps truncKerker
  rcases le_total ((e0 - 1) * q ^ 2) (k ^ 2) with h | h
  · -- long wavelengths: the floor is active
    have hle : kerker k q ≤ 1 / e0 := by
      unfold kerker
      rw [div_le_div_iff₀ hs he]
      nlinarith
    rw [max_eq_left hle, min_eq_left h, h1]
  · -- short wavelengths: the Kerker factor is active
    have hle : 1 / e0 ≤ kerker k q := by
      unfold kerker
      rw [div_le_div_iff₀ he hs]
      nlinarith
    rw [max_eq_right hle, min_eq_right h, h2]
```

For $k = 0$ and $e_0 \ge 1$ one has $\varepsilon = P = \lambda = 1$ at every $q \neq 0$, but $\varepsilon(0)$ is $0/0$; Lean assigns it the value $0$, so $\lambda(0) = 0$ would violate the lower bound $1/2$. For $e_0 < 0$ the model has a pole at $q^2 = k^2/|e_0|$.

## $e_0 \ge 1$: the two bounds

The hypothesis `he : 1 ≤ e0` says that the medium screens a static field and does not amplify it; $e_0 = 1$ is the unscreened case. It makes $(e_0-1)q^2 \ge 0$, hence $m \ge 0$ and $\lambda \le 1$. In `precondEps_le_one` this is `hm`, followed by `div_nonneg`.

```lean
/-- The preconditioned response never exceeds one. -/
theorem precondEps_le_one {e0 k : ℝ} (he : 1 ≤ e0) (hk : 0 < k) (q : ℝ) :
    precondEps e0 k q ≤ 1 := by
  have he0 : 0 < e0 := by linarith
  have hD : 0 < e0 * q ^ 2 + k ^ 2 := by positivity
  have hm : 0 ≤ min ((e0 - 1) * q ^ 2) (k ^ 2) :=
    le_min (mul_nonneg (by linarith) (sq_nonneg q)) (sq_nonneg k)
  have := div_nonneg hm hD.le
  rw [precondEps_eq he0 hk]
  linarith
```

For the lower bound, multiply $m \le (e_0-1)q^2$ by $e_0$ and $m \le k^2$ by $e_0-1$. The second multiplication keeps its direction because $e_0 - 1 \ge 0$. Adding,

$$(2e_0-1)\,m \le (e_0-1)(e_0q^2+k^2) = (e_0-1)D,$$

and since $2e_0-1 > 0$, $m/D \le (e_0-1)/(2e_0-1)$ and $\lambda \ge e_0/(2e_0-1)$. In `lower_le_precondEps` the weighted inequalities are `ha` and `hb`, `nlinarith` adds them after cross-multiplication, and `hid` supplies $e_0/(2e_0-1) + (e_0-1)/(2e_0-1) = 1$.

```lean
/-- The preconditioned response is at least `e0 / (2 e0 - 1)` at every wave number. -/
theorem lower_le_precondEps {e0 k : ℝ} (he : 1 ≤ e0) (hk : 0 < k) (q : ℝ) :
    e0 / (2 * e0 - 1) ≤ precondEps e0 k q := by
  have he0 : 0 < e0 := by linarith
  have he1 : 0 ≤ e0 - 1 := by linarith
  have h2 : 0 < 2 * e0 - 1 := by linarith
  have hD : 0 < e0 * q ^ 2 + k ^ 2 := by positivity
  -- weight the two bounds on the minimum by `e0` and `e0 - 1`
  have ha := mul_le_mul_of_nonneg_left (min_le_left ((e0 - 1) * q ^ 2) (k ^ 2)) he0.le
  have hb := mul_le_mul_of_nonneg_left (min_le_right ((e0 - 1) * q ^ 2) (k ^ 2)) he1
  have h : min ((e0 - 1) * q ^ 2) (k ^ 2) / (e0 * q ^ 2 + k ^ 2) ≤ (e0 - 1) / (2 * e0 - 1) := by
    rw [div_le_div_iff₀ hD h2]
    nlinarith [ha, hb]
  have hid : e0 / (2 * e0 - 1) + (e0 - 1) / (2 * e0 - 1) = 1 := by
    rw [← add_div, div_eq_iff h2.ne']
    ring
  rw [precondEps_eq he0 hk]
  linarith
```

For $0 < e_0 < 1$ the closed form still holds, with $m = (e_0-1)q^2 \le 0$. Take $e_0 = 1/4$, $k = 1$, $q = 2$: then $\varepsilon = 5/8$, $P = \max(4, 4/5) = 4$ and $\lambda = 5/2$. This exceeds $1$, and since $\lambda(0) = 1$ the ratio $5/2$ exceeds $2$. The sharp lower bound fails too: at $e_0 = 2/3$ it would demand $\lambda(0) \ge 2$.

## $e_0 > 1$: the crossover and the condition number

At $q = 0$, $m = 0$ and $\lambda = 1$. The theorem `precondEps_zero` needs only $e_0 > 0$ and $k > 0$.

```lean
/-- At zero wave number the preconditioned response equals one. -/
theorem precondEps_zero {e0 k : ℝ} (he : 0 < e0) (hk : 0 < k) : precondEps e0 k 0 = 1 := by
  have h0 : (e0 - 1) * (0 : ℝ) ^ 2 = 0 := by ring
  rw [precondEps_eq he hk, h0, min_eq_left (sq_nonneg k), zero_div, sub_zero]
```

The branches meet where $(e_0-1)q^2 = k^2$, at $q_* = k/\sqrt{e_0-1}$, which requires the strict inequality `he : 1 < e0`. There $m = k^2$ and $D = (2e_0-1)k^2/(e_0-1)$, so $m/D = (e_0-1)/(2e_0-1)$ and $\lambda(q_*) = e_0/(2e_0-1)$. In `precondEps_crossover` the strict inequality is spent on `hq`, the equation $(e_0-1)q_*^2 = k^2$; `generalize` then forgets the square root, and the cross-multiplied value of $k^2/D$ is $-e_0$ times `hq`.

```lean
/-- At the wave number `k / √(e0 - 1)` the preconditioned response equals
`e0 / (2 e0 - 1)`. -/
theorem precondEps_crossover {e0 k : ℝ} (he : 1 < e0) (hk : 0 < k) :
    precondEps e0 k (k / Real.sqrt (e0 - 1)) = e0 / (2 * e0 - 1) := by
  have he0 : 0 < e0 := by linarith
  have he1 : 0 < e0 - 1 := by linarith
  have h2 : 0 < 2 * e0 - 1 := by linarith
  have key : ∀ d : ℝ, d ≠ 0 → d * (k ^ 2 / d) = k ^ 2 := fun d hd => by field_simp
  -- both arguments of the minimum coincide here
  have hq : (e0 - 1) * (k / Real.sqrt (e0 - 1)) ^ 2 = k ^ 2 := by
    rw [div_pow, Real.sq_sqrt he1.le]
    exact key _ he1.ne'
  generalize k / Real.sqrt (e0 - 1) = q at hq ⊢
  have hD : 0 < e0 * q ^ 2 + k ^ 2 := by positivity
  have h : k ^ 2 / (e0 * q ^ 2 + k ^ 2) = (e0 - 1) / (2 * e0 - 1) := by
    rw [div_eq_div_iff hD.ne' h2.ne']
    linear_combination (-e0) * hq
  have hid : e0 / (2 * e0 - 1) + (e0 - 1) / (2 * e0 - 1) = 1 := by
    rw [← add_div, div_eq_iff h2.ne']
    ring
  rw [precondEps_eq he0 hk, hq, min_self, h]
  linarith
```

Any ratio obeys

$$\frac{\lambda(q_1)}{\lambda(q_2)} \le \frac{1}{\lambda(q_2)} \le \frac{2e_0-1}{e_0} = 2 - \frac{1}{e_0},$$

with $\lambda(q_2) > 0$ by the lower bound, and the pair $(0, q_*)$ gives equality. At $e_0 = 1$ there is no crossover: the floor is active everywhere, $\lambda \equiv 1$, and the value $2 - 1/e_0 = 1$ is the ratio at $(0,0)$. The theorem `condition_number` therefore assumes only $e_0 \ge 1$ and $k>0$. `IsGreatest` says that $2 - 1/e_0$ belongs to the set of ratios and bounds it from above. The proof splits membership by `he.eq_or_lt` into the two cases, and its `calc` block is the displayed chain. On a discrete set of wave numbers, $2 - 1/e_0$ remains an upper bound but need not be reached.

```lean
/-- The largest ratio of preconditioned responses between two modes, the condition number,
is exactly `2 - 1 / e0`. -/
theorem condition_number {e0 k : ℝ} (he : 1 ≤ e0) (hk : 0 < k) :
    IsGreatest (modeRatios (precondEps e0 k)) (2 - 1 / e0) := by
  have he0 : 0 < e0 := by linarith
  have h2 : 0 < 2 * e0 - 1 := by linarith
  have hinv : 1 / (e0 / (2 * e0 - 1)) = 2 - 1 / e0 := by
    rw [one_div_div, sub_div, mul_div_assoc, div_self he0.ne', mul_one]
  constructor
  · show ∃ q₁ q₂ : ℝ, 2 - 1 / e0 = precondEps e0 k q₁ / precondEps e0 k q₂
    rcases he.eq_or_lt with h | h
    · refine ⟨0, 0, ?_⟩
      rw [precondEps_zero he0 hk, ← h]
      norm_num
    · refine ⟨0, k / Real.sqrt (e0 - 1), ?_⟩
      rw [precondEps_zero he0 hk, precondEps_crossover h hk, hinv]
  · rintro r ⟨q₁, q₂, rfl⟩
    have hm : 0 < e0 / (2 * e0 - 1) := div_pos he0 h2
    have hlow := lower_le_precondEps he hk q₂
    have hpos : 0 < precondEps e0 k q₂ := lt_of_lt_of_le hm hlow
    calc precondEps e0 k q₁ / precondEps e0 k q₂
        ≤ 1 / precondEps e0 k q₂ :=
          div_le_div_of_nonneg_right (precondEps_le_one he hk q₁) hpos.le
      _ ≤ 1 / (e0 / (2 * e0 - 1)) := one_div_le_one_div_of_le hm hlow
      _ = 2 - 1 / e0 := hinv
```

The main theorem removes the dependence on $e_0$. For $e_0 \ge 1$ and $k > 0$, `truncated_kerker_bounds` states that $1/2 \le \lambda(q) \le 1$ for all real $q$ and that every ratio is at most $2$. The step `hhalf`, $1/2 \le e_0/(2e_0-1)$, is $2e_0 - 1 \le 2e_0$ after cross-multiplication, and $2 - 1/e_0 \le 2$ follows from $1/e_0 > 0$.

```lean
/-- With the truncated Kerker factor, `1/2 ≤ P(q) ε(q) ≤ 1` for all wave numbers, and every
ratio of preconditioned responses between two modes is at most two. -/
theorem truncated_kerker_bounds {e0 k : ℝ} (he : 1 ≤ e0) (hk : 0 < k) :
    (∀ q, 1 / 2 ≤ precondEps e0 k q ∧ precondEps e0 k q ≤ 1) ∧
      ∀ r ∈ modeRatios (precondEps e0 k), r ≤ 2 := by
  have he0 : 0 < e0 := by linarith
  have h2 : 0 < 2 * e0 - 1 := by linarith
  have hhalf : (1 : ℝ) / 2 ≤ e0 / (2 * e0 - 1) := by
    rw [div_le_div_iff₀ (by norm_num) h2]
    linarith
  refine ⟨fun q => ⟨hhalf.trans (lower_le_precondEps he hk q), precondEps_le_one he hk q⟩, ?_⟩
  intro r hr
  have h1 : r ≤ 2 - 1 / e0 := (condition_number he hk).2 hr
  have h3 : 0 < 1 / e0 := one_div_pos.mpr he0
  linarith
```

## The fixed mixing parameter

One step multiplies mode $i$ by $1 - \alpha\lambda(q_i)$. The chosen $\alpha$ equals $2$ divided by the sum of the two extreme values $1$ and $e_0/(2e_0-1)$ of $\lambda$, and it presupposes that $e_0$ is known. It satisfies

$$\alpha - r = \frac{3e_0-1}{3e_0-1} = 1, \qquad \alpha\,\frac{e_0}{2e_0-1} = \frac{2e_0}{3e_0-1} = 1 - r.$$

Multiplying the two bounds on $\lambda$ by $\alpha \ge 0$ gives $1 - r \le \alpha\lambda \le 1 + r$, so $|1-\alpha\lambda| \le r$. Further, $r < 1/3$ is $3e_0 - 3 < 3e_0 - 1$. In `amplification_le` the identities are `hα`, `hm1` and `hm2`, the multiplied bounds are `hup` and `hlo`, and $e_0 \ge 1$ provides `hd`, `h2` and `hα0`.

```lean
/-- With the mixing parameter `mixParam e0`, the amplification factor `1 - α P ε` of every mode
is bounded in modulus by `rate e0`, which is below one third. -/
theorem amplification_le {e0 k : ℝ} (he : 1 ≤ e0) (hk : 0 < k) (q : ℝ) :
    |1 - mixParam e0 * precondEps e0 k q| ≤ rate e0 ∧ rate e0 < 1 / 3 := by
  have h2 : 0 < 2 * e0 - 1 := by linarith
  have hd : 0 < 3 * e0 - 1 := by linarith
  have hα0 : 0 ≤ mixParam e0 := div_nonneg (by linarith) hd.le
  -- the two ends of the response interval are amplified by `-rate` and `+rate`
  have hα : mixParam e0 - rate e0 = 1 := by
    unfold mixParam rate
    rw [← sub_div, div_eq_iff hd.ne']
    ring
  have hm1 : mixParam e0 * (e0 / (2 * e0 - 1)) = 2 * e0 / (3 * e0 - 1) := by
    unfold mixParam
    rw [div_mul_div_comm, div_eq_div_iff (mul_pos hd h2).ne' hd.ne']
    ring
  have hm2 : 2 * e0 / (3 * e0 - 1) + rate e0 = 1 := by
    unfold rate
    rw [← add_div, div_eq_iff hd.ne']
    ring
  have hup := mul_le_mul_of_nonneg_left (precondEps_le_one he hk q) hα0
  have hlo := mul_le_mul_of_nonneg_left (lower_le_precondEps he hk q) hα0
  refine ⟨abs_le.mpr ⟨by linarith, by linarith⟩, ?_⟩
  unfold rate
  rw [div_lt_div_iff₀ hd (by norm_num)]
  linarith
```

Write $x^{(n)}$ for the error after $n$ steps from $x^{(0)} = x$; Lean writes the $n$-fold application as `^[n]`, and the norm on `ℂ` is the modulus. Then $|x^{(n+1)}_i| = |1-\alpha\lambda(q_i)|\,|x^{(n)}_i| \le r \cdot r^n|x_i|$, so by induction $|x^{(n)}_i| \le r^n |x_i|$, with equality at $n = 0$. In `mode_decay`, `hstep` is the one-step multiplication, `norm_mul` splits the modulus, and `hr` gives $r \ge 0$ for multiplying the inequalities. The index type and the wave numbers $q_i$ are arbitrary. At $e_0 = 1$ one has $\alpha = 1$, $r = 0$, and the bound makes the error vanish after one step.

```lean
/-- After `n` mixing steps with `mixParam e0`, the error amplitude of each mode is at most
`rate e0 ^ n` times its initial amplitude. -/
theorem mode_decay {ι : Type*} {e0 k : ℝ} (he : 1 ≤ e0) (hk : 0 < k) (q : ι → ℝ)
    (x : ι → ℂ) (n : ℕ) (i : ι) :
    ‖(mixStep e0 k (mixParam e0) q)^[n] x i‖ ≤ rate e0 ^ n * ‖x i‖ := by
  have hf := (amplification_le he hk (q i)).1
  have hr : 0 ≤ rate e0 := (abs_nonneg _).trans hf
  -- one step multiplies the mode by its amplification factor
  have hstep : ∀ y : ι → ℂ, mixStep e0 k (mixParam e0) q y i
      = ((1 - mixParam e0 * precondEps e0 k (q i) : ℝ) : ℂ) * y i := by
    intro y
    unfold mixStep precondEps
    push_cast
    ring
  induction n with
  | zero => simp
  | succ n ih =>
    rw [Function.iterate_succ_apply', hstep, norm_mul, Complex.norm_real, Real.norm_eq_abs]
    calc |1 - mixParam e0 * precondEps e0 k (q i)| * ‖(mixStep e0 k (mixParam e0) q)^[n] x i‖
        ≤ rate e0 * (rate e0 ^ n * ‖x i‖) := mul_le_mul hf ih (norm_nonneg _) hr
      _ = rate e0 ^ (n + 1) * ‖x i‖ := by ring
```

The theorems concern this $\alpha$ alone and do not compare it with other choices. With $\alpha = 3$ the factor $1 - 3\lambda(q)$ tends to $-2$ as $q \to 0$, so errors of sufficiently long wavelength grow.

## Finitely many modes

A finite index type corresponds to a plane-wave cutoff in a finite cell. It is used once, to form the squared error norm, and `error_decay` states

$$\sum_i |x^{(n)}_i|^2 \le r^{2n} \sum_i |x_i|^2 .$$

By hand, each mode bound is squared and the results are added. The proof distributes $r^{2n}$ over the sum by `Finset.mul_sum`, compares term by term with `Finset.sum_le_sum`, and squares `mode_decay` by `pow_le_pow_left₀`. The rate depends neither on the number of modes nor on their wave numbers, and the sum carries no $q$-dependent weights. For infinitely many modes the file offers the mode-by-mode bound only; amplitudes such as $x_i = 1$ for all $i$ have no finite squared norm to bound.

```lean
/-- For finitely many modes, the squared norm of the density error after `n` mixing steps with
`mixParam e0` is at most `rate e0 ^ (2 n)` times its initial value. -/
theorem error_decay {ι : Type*} [Fintype ι] {e0 k : ℝ} (he : 1 ≤ e0) (hk : 0 < k) (q : ι → ℝ)
    (x : ι → ℂ) (n : ℕ) :
    ∑ i, ‖(mixStep e0 k (mixParam e0) q)^[n] x i‖ ^ 2 ≤ rate e0 ^ (2 * n) * ∑ i, ‖x i‖ ^ 2 := by
  rw [Finset.mul_sum]
  refine Finset.sum_le_sum fun i _ => ?_
  calc ‖(mixStep e0 k (mixParam e0) q)^[n] x i‖ ^ 2
      ≤ (rate e0 ^ n * ‖x i‖) ^ 2 :=
        pow_le_pow_left₀ (norm_nonneg _) (mode_decay he hk q x n i) 2
    _ = rate e0 ^ (2 * n) * ‖x i‖ ^ 2 := by ring

end

end TruncatedKerker
```

```lean
#print axioms TruncatedKerker.truncated_kerker_bounds
#print axioms TruncatedKerker.error_decay
```

```
'TruncatedKerker.truncated_kerker_bounds' depends on axioms: [propext, Classical.choice, Quot.sound]
'TruncatedKerker.error_decay' depends on axioms: [propext, Classical.choice, Quot.sound]
```
